# Commutators of Two-Body Operators Can Contain Three-Body Terms

Let a_i and c_i = a†_i annihilate and create a fermion in mode i. For seven distinct modes, labelled 0 to 6,

[c₀c₁a₃a₂, c₂c₄a₆a₅] = −c₀c₁c₄a₃a₆a₅.

The right side is nonzero, and it is not a linear combination of the identity, one-body strings c_p a_q and two-body strings c_p c_q a_s a_r. With seven or more modes, operators of at most two-body form are therefore not closed under commutation.

## One contraction, one sign

The canonical anticommutation relations are

a_i a_j + a_j a_i = 0, c_i c_j + c_j c_i = 0, a_i c_j + c_j a_i = δ_ij.

Put X = c₀c₁a₃, x = a₂, y = c₂, Y = c₄a₆a₅. Only x and y share a mode, so xy = 1 − yx. The other exchanges needed involve products of odd length on different modes, and each gives a minus sign:

XxyY = XY − XyxY = XY + yXxY = XY − yXYx = XY + yYXx.

Hence [Xx, yY] = XY = c₀c₁a₃c₄a₆a₅. Moving c₄ past a₃ gives the stated sign.

## Why the result is a genuine three-body operator

Let T = c₀c₁c₄a₃a₆a₅ and suppose T = 0. Write T = c₀Z. Since a₀ commutes or anticommutes with Z,

Z = (a₀c₀ + c₀a₀)Z = a₀(c₀Z) ± (c₀Z)a₀ = 0.

Removing c₁, c₄, a₃ and a₆ in the same way leaves a₅ = 0, so 1 = a₅c₅ + c₅a₅ = 0, a contradiction.

To exclude lower-body combinations, use n_i = c_i a_i. The anticommutation relations give

c_i a_i c_j = δ_ij c_i − c_i c_j a_i = δ_ij c_i + c_j c_i a_i,
c_i a_i a_j = −c_i a_j a_i = −δ_ij a_i + a_j c_i a_i,

so [n_i, c_j] = δ_ij c_j and [n_i, a_j] = −δ_ij a_j. Call q the charge of A for mode i when [n_i, A] = qA. Because [n_i, AB] = [n_i, A]B + A[n_i, B], charges add over a string.

Now take the nested commutator with n₀, n₁, n₄, n₃, n₆, n₅. A string of at most two-body form touches at most four modes, so one of the six charges is zero and the string is annihilated. T has charges 1, 1, 1, −1, −1, −1 and is multiplied by −1. If T were a lower-body combination, −T would vanish.

## The term in a flow-equation code

A flow equation dH/ds = [η, H], for a Hamiltonian H, a generator η and a flow parameter s, can produce such terms when η and H have two-body parts. A code that keeps only the zero-, one- and two-body part of each commutator, counted in the strings used here, discards them, which is a truncation. If operators are instead normal-ordered with respect to a reference determinant, the contracted parts of a three-body string count as lower-body terms and are kept; only the remaining normal-ordered three-body part is dropped. The identity can be checked numerically with 128 × 128 Jordan–Wigner matrices for seven modes.

## Strings, spans and charges in Lean

The modes form an arbitrary type `ι`, and the operators lie in a ring `R`.

```lean
import Mathlib

open Function

namespace InducedThreeBody

noncomputable section

variable {ι R : Type*} [DecidableEq ι] [Ring R]
```

`CAR` encodes fermionic statistics for orthonormal modes. It does not require `c i` to be the adjoint of `a i`.

```lean
/-- Canonical anticommutation relations for annihilators `a i` and creators `c i`. -/
structure CAR (a c : ι → R) : Prop where
  aa : ∀ i j, a i * a j + a j * a i = 0
  cc : ∀ i j, c i * c j + c j * c i = 0
  ac : ∀ i j, a i * c j + c j * a i = if i = j then 1 else 0
```

The annihilators appear in reverse order, as is usual for matrix elements.

```lean
/-- The two-body string `a†p a†q a_s a_r`. -/
def twoBody (a c : ι → R) (p q r s : ι) : R := c p * c q * a s * a r

/-- The three-body string `a†p a†q a†r a_u a_t a_s`. -/
def threeBody (a c : ι → R) (p q r s t u : ι) : R :=
  c p * c q * c r * a u * a t * a s
```

The span takes coefficients in a commutative ring `K`, for instance ℂ. It imposes neither Hermiticity nor antisymmetry of coefficients.

```lean
/-- Linear combinations of the identity, one-body strings and two-body strings. -/
def atMostTwoBody (K : Type*) [CommRing K] [Algebra K R] (a c : ι → R) : Submodule K R :=
  Submodule.span K (({1} ∪ {X | ∃ p q, X = c p * a q}) ∪
    {X | ∃ p q r s, X = twoBody a c p q r s})
```

`Shifts` states that a string has charge q for mode i, and `numberComm` is the map A ↦ [n_i, A].

```lean
/-- `X` changes the occupation of mode `i` by `q`: `[n_i, X] = q X` with `n_i = a†i a_i`. -/
def Shifts (a c : ι → R) (i : ι) (q : ℤ) (X : R) : Prop :=
  c i * a i * X - X * (c i * a i) = q • X

/-- Commutation with the number operator of mode `i`, as a linear map. -/
def numberComm (K : Type*) [CommRing K] [Algebra K R] (a c : ι → R) (i : ι) :
    Module.End K R :=
  LinearMap.mulLeft K (c i * a i) - LinearMap.mulRight K (c i * a i)
```

The next three lemmas are the addition of charges and the two elementary commutators.

```lean
omit [DecidableEq ι] in
/-- Occupation changes add when operators are multiplied. -/
theorem Shifts.mul {a c : ι → R} {i : ι} {q r : ℤ} {X Y : R}
    (hX : Shifts a c i q X) (hY : Shifts a c i r Y) : Shifts a c i (q + r) (X * Y) := by
  unfold Shifts at *
  calc c i * a i * (X * Y) - X * Y * (c i * a i)
      = (c i * a i * X - X * (c i * a i)) * Y
        + X * (c i * a i * Y - Y * (c i * a i)) := by noncomm_ring
    _ = (q + r) • (X * Y) := by rw [hX, hY, smul_mul_assoc, mul_smul_comm, add_smul]

/-- A creator raises the occupation of its own mode by one and leaves the others alone. -/
theorem CAR.shift_c {a c : ι → R} (h : CAR a c) (i j : ι) :
    Shifts a c i (if i = j then 1 else 0) (c j) := by
  have h1 := h.ac i j
  have h2 := h.cc i j
  unfold Shifts
  by_cases hij : i = j
  · subst hij
    rw [if_pos rfl] at h1 ⊢
    rw [one_smul]
    linear_combination (norm := noncomm_ring) c i * h1 - h2 * a i
  · rw [if_neg hij] at h1 ⊢
    rw [zero_smul]
    linear_combination (norm := noncomm_ring) c i * h1 - h2 * a i

/-- An annihilator lowers the occupation of its own mode by one and leaves the others alone. -/
theorem CAR.shift_a {a c : ι → R} (h : CAR a c) (i j : ι) :
    Shifts a c i (-(if i = j then 1 else 0)) (a j) := by
  have h1 := h.ac j i
  have h2 := h.aa i j
  unfold Shifts
  by_cases hij : i = j
  · subst hij
    rw [if_pos rfl] at h1 ⊢
    rw [neg_smul, one_smul]
    linear_combination (norm := noncomm_ring) c i * h2 - h1 * a i
  · rw [if_neg (Ne.symm hij)] at h1
    rw [if_neg hij, neg_zero, zero_smul]
    linear_combination (norm := noncomm_ring) c i * h2 - h1 * a i
```

By induction on a list of modes, nested commutators multiply a string by the product of its charges.

```lean
omit [DecidableEq ι] in
private theorem nested_apply (K : Type*) [CommRing K] [Algebra K R] {a c : ι → R}
    {q : ι → ℤ} {X : R} (hX : ∀ i, Shifts a c i (q i) X) (l : List ι) :
    (l.map (numberComm K a c)).prod X = (l.map q).prod • X := by
  induction l with
  | nil => simp
  | cons i l ih =>
    have hi : numberComm K a c i X = q i • X := hX i
    rw [List.map_cons, List.prod_cons, Module.End.mul_apply, ih, map_zsmul, hi, smul_smul,
      List.map_cons, List.prod_cons, mul_comm]
```

In `nested_eq_zero`, `key` counts modes: six distinct ones cannot fit into a set of four. Linearity extends the conclusion from strings to their span.

```lean
/-- The nested commutator with the number operators of six distinct modes annihilates every
operator that is at most two-body. -/
theorem nested_eq_zero (K : Type*) [CommRing K] [Algebra K R] {a c : ι → R} (h : CAR a c)
    {l : List ι} (hl : l.Nodup) (h6 : l.length = 6) {X : R}
    (hX : X ∈ atMostTwoBody K a c) : (l.map (numberComm K a c)).prod X = 0 := by
  -- a string touching at most four modes misses one of the six
  have key : ∀ (Y : R) (q : ι → ℤ) (s : Finset ι), s.card ≤ 4 →
      (∀ i, Shifts a c i (q i) Y) → (∀ i, i ∉ s → q i = 0) →
      (l.map (numberComm K a c)).prod Y = 0 := by
    intro Y q s hs hY hq
    have hex : ∃ i ∈ l, i ∉ s := by
      by_contra hcon
      push Not at hcon
      have hsub : l.toFinset ⊆ s := fun i hi => hcon i (List.mem_toFinset.1 hi)
      have hcard := Finset.card_le_card hsub
      rw [List.toFinset_card_of_nodup hl] at hcard
      omega
    obtain ⟨i, hil, his⟩ := hex
    rw [nested_apply K hY, List.prod_eq_zero (List.mem_map.2 ⟨i, hil, hq i his⟩), zero_smul]
  have hle : atMostTwoBody K a c ≤ LinearMap.ker (l.map (numberComm K a c)).prod := by
    refine Submodule.span_le.2 ?_
    rintro Y ((rfl | ⟨p, q, rfl⟩) | ⟨p, q, r, s, rfl⟩)
    · exact LinearMap.mem_ker.2 (key 1 (fun _ => 0) ∅ (by simp)
        (fun i => by simp [Shifts]) (fun _ _ => rfl))
    · refine LinearMap.mem_ker.2 (key _ _ {p, q} (Finset.card_le_two.trans (by norm_num))
        (fun i => (h.shift_c i p).mul (h.shift_a i q)) ?_)
      intro i hi
      simp only [Finset.mem_insert, Finset.mem_singleton, not_or] at hi
      simp [hi]
    · refine LinearMap.mem_ker.2 (key _ _ {p, q, r, s} Finset.card_le_four
        (fun i => (((h.shift_c i p).mul (h.shift_c i q)).mul (h.shift_a i s)).mul
          (h.shift_a i r)) ?_)
      intro i hi
      simp only [Finset.mem_insert, Finset.mem_singleton, not_or] at hi
      simp [hi]
  exact LinearMap.mem_ker.1 (hle hX)
```

## Peeling off the factors

`Semi x Z` says that x and Z commute or anticommute. This passes to products, and `peel` is the cancellation step used above.

```lean
private def Semi (x Z : R) : Prop := x * Z = Z * x ∨ x * Z = -(Z * x)

private theorem Semi.mul {x Y Z : R} (h : Semi x Y) (h' : Semi x Z) : Semi x (Y * Z) := by
  rcases h with h | h <;> rcases h' with h' | h'
  · left; linear_combination (norm := noncomm_ring) h * Z + Y * h'
  · right; linear_combination (norm := noncomm_ring) h * Z + Y * h'
  · right; linear_combination (norm := noncomm_ring) h * Z - Y * h'
  · left; linear_combination (norm := noncomm_ring) h * Z - Y * h'

private theorem peel {x y Z : R} (h : x * y + y * x = 1) (hZ : Semi x Z)
    (h0 : y * Z = 0) : Z = 0 := by
  have e : Z = x * (y * Z) + y * (x * Z) := by
    rw [← mul_assoc, ← mul_assoc, ← add_mul, h, one_mul]
  rw [e, h0]
  rcases hZ with hZ | hZ <;> rw [hZ] <;> simp [← mul_assoc, h0]
```

Five uses of `peel` leave a single annihilator equal to zero, which contradicts 1 ≠ 0 (`Nontrivial R`).

```lean
/-- A three-body string on six distinct modes is not zero. -/
theorem threeBody_ne_zero [Nontrivial R] {a c : ι → R} (h : CAR a c) {e : Fin 6 → ι}
    (he : Injective e) : threeBody a c (e 0) (e 1) (e 2) (e 3) (e 4) (e 5) ≠ 0 := by
  intro h0
  have one : ∀ i, a i * c i + c i * a i = 1 := fun i => by simpa using h.ac i i
  have one' : ∀ i, c i * a i + a i * c i = 1 := fun i => by rw [add_comm]; exact one i
  have aa : ∀ i j, Semi (a (e i)) (a (e j)) := fun i j =>
    Or.inr (eq_neg_of_add_eq_zero_left (h.aa _ _))
  have ac : ∀ i j, i ≠ j → Semi (a (e i)) (c (e j)) := fun i j hij =>
    Or.inr (eq_neg_of_add_eq_zero_left (by rw [h.ac, if_neg (he.ne hij)]))
  have ca : ∀ i j, i ≠ j → Semi (c (e i)) (a (e j)) := fun i j hij =>
    Or.inr (eq_neg_of_add_eq_zero_left (by rw [add_comm, h.ac, if_neg (he.ne hij.symm)]))
  simp only [threeBody, mul_assoc] at h0
  -- remove the six factors one after the other
  have t := (aa 0 5).mul ((aa 0 4).mul (aa 0 3))
  have h1 := peel (one (e 0)) ((ac 0 1 (by decide)).mul ((ac 0 2 (by decide)).mul t)) h0
  have h2 := peel (one (e 1))
    ((ac 1 2 (by decide)).mul ((aa 1 5).mul ((aa 1 4).mul (aa 1 3)))) h1
  have h3 := peel (one (e 2)) ((aa 2 5).mul ((aa 2 4).mul (aa 2 3))) h2
  have h4 := peel (one' (e 5)) ((ca 5 4 (by decide)).mul (ca 5 3 (by decide))) h3
  have h5 := peel (one' (e 4)) (ca 4 3 (by decide)) h4
  have h6 := one (e 3)
  rw [h5] at h6
  simp at h6
```

The charge argument then places the string outside the span.

```lean
/-- A three-body string on six distinct modes is not a combination of the identity, one-body
and two-body strings. -/
theorem threeBody_notMem (K : Type*) [CommRing K] [Algebra K R] [Nontrivial R]
    {a c : ι → R} (h : CAR a c) {e : Fin 6 → ι} (he : Injective e) :
    threeBody a c (e 0) (e 1) (e 2) (e 3) (e 4) (e 5) ∉ atMostTwoBody K a c := by
  intro hmem
  have hz := nested_eq_zero K h (l := [e 0, e 1, e 2, e 3, e 4, e 5])
    (by simp [he.eq_iff]) rfl hmem
  have hT : ∀ i, Shifts a c i _ (threeBody a c (e 0) (e 1) (e 2) (e 3) (e 4) (e 5)) :=
    fun i => (((((h.shift_c i (e 0)).mul (h.shift_c i (e 1))).mul (h.shift_c i (e 2))).mul
      (h.shift_a i (e 5))).mul (h.shift_a i (e 4))).mul (h.shift_a i (e 3))
  rw [nested_apply K hT] at hz
  -- the six occupation changes multiply to -1
  exact threeBody_ne_zero h he (by simpa [he.eq_iff] using hz)
```

## The commutator theorem

`anti_triple` supplies the signs for products of three factors, and `single_contraction` is [Xx, yY] = XY.

```lean
private theorem anti_triple {x y₁ y₂ y₃ : R} (h₁ : x * y₁ + y₁ * x = 0)
    (h₂ : x * y₂ + y₂ * x = 0) (h₃ : x * y₃ + y₃ * x = 0) :
    x * (y₁ * y₂ * y₃) + y₁ * y₂ * y₃ * x = 0 := by
  linear_combination (norm := noncomm_ring) h₁ * y₂ * y₃ - y₁ * h₂ * y₃ + y₁ * y₂ * h₃

/-- If `x, y` contract to one and all other pairs among `X, x, y, Y` that must be exchanged
anticommute, then `[X x, y Y] = X Y`. -/
theorem single_contraction {X Y x y : R} (hxy : x * y + y * x = 1)
    (hX : y * X + X * y = 0) (hY : x * Y + Y * x = 0) (hXY : Y * X + X * Y = 0) :
    X * x * (y * Y) - y * Y * (X * x) = X * Y := by
  linear_combination (norm := noncomm_ring)
    X * hxy * Y - hX * x * Y + y * X * hY - y * hXY * x
```

In the main theorem, `m` selects seven distinct modes, so `m 0` is mode 0 above. The hypotheses `hX`, `hY` and the last `anti_triple` justify the three exchanges, and `h34` performs the final reordering.

```lean
/-- For seven distinct modes, with label `k` standing for `m k`, the commutator of `a†0 a†1 a3 a2`
with `a†2 a†4 a6 a5` is `-a†0 a†1 a†4 a3 a6 a5`; it is nonzero and is not an operator of at most
two-body form. -/
theorem commutator_induces_threeBody (K : Type*) [CommRing K] [Algebra K R] [Nontrivial R]
    {a c : ι → R} (h : CAR a c) {m : Fin 7 → ι} (hm : Injective m) :
    let C := twoBody a c (m 0) (m 1) (m 2) (m 3) * twoBody a c (m 2) (m 4) (m 5) (m 6)
      - twoBody a c (m 2) (m 4) (m 5) (m 6) * twoBody a c (m 0) (m 1) (m 2) (m 3)
    C = -threeBody a c (m 0) (m 1) (m 4) (m 5) (m 6) (m 3) ∧ C ≠ 0 ∧
      C ∉ atMostTwoBody K a c := by
  intro C
  have ac : ∀ i j, i ≠ j → a (m i) * c (m j) + c (m j) * a (m i) = 0 := fun i j hij => by
    rw [h.ac, if_neg (hm.ne hij)]
  have ca : ∀ i j, i ≠ j → c (m i) * a (m j) + a (m j) * c (m i) = 0 := fun i j hij => by
    rw [add_comm]; exact ac j i hij.symm
  have hC : C = -threeBody a c (m 0) (m 1) (m 4) (m 5) (m 6) (m 3) := by
    -- only the pair of operators on the shared mode contracts
    have hX := anti_triple (h.cc (m 2) (m 0)) (h.cc (m 2) (m 1)) (ca 2 3 (by decide))
    have hY := anti_triple (ac 2 4 (by decide)) (h.aa (m 2) (m 6)) (h.aa (m 2) (m 5))
    have y0 := anti_triple (h.cc (m 0) (m 4)) (ca 0 6 (by decide)) (ca 0 5 (by decide))
    have y1 := anti_triple (h.cc (m 1) (m 4)) (ca 1 6 (by decide)) (ca 1 5 (by decide))
    have y3 := anti_triple (ac 3 4 (by decide)) (h.aa (m 3) (m 6)) (h.aa (m 3) (m 5))
    rw [add_comm] at y0 y1 y3
    have hs := single_contraction (by simpa using h.ac (m 2) (m 2)) hX hY
      (anti_triple y0 y1 y3)
    have h34 := ac 3 4 (by decide)
    simp only [C, twoBody, threeBody]
    linear_combination (norm := noncomm_ring)
      hs + c (m 0) * c (m 1) * h34 * a (m 6) * a (m 5)
  have he : Injective (m ∘ (![0, 1, 4, 5, 6, 3] : Fin 6 → Fin 7)) :=
    hm.comp (by decide)
  refine ⟨hC, ?_, ?_⟩
  · rw [hC]
    exact neg_ne_zero.2 (threeBody_ne_zero h he)
  · rw [hC]
    exact fun hmem => threeBody_notMem K h he (neg_mem_iff.1 hmem)
```

## Seven modes in Fock space

The exterior algebra provides a concrete model: creation is a wedge product and annihilation a contraction.

```lean
/-- The exterior algebra of `ι → ℂ`; for finitely many modes `ι` this is the fermionic Fock space.
-/
abbrev Fock (ι : Type*) := ExteriorAlgebra ℂ (ι → ℂ)

/-- Creation in mode `i`: the wedge product with the `i`-th orbital. -/
def create (i : ι) : Module.End ℂ (Fock ι) :=
  LinearMap.mulLeft ℂ (ExteriorAlgebra.ι ℂ (Pi.single i 1 : ι → ℂ))

/-- Annihilation in mode `i`: contraction with the `i`-th coordinate. -/
def annihilate (i : ι) : Module.End ℂ (Fock ι) :=
  CliffordAlgebra.contractLeft (Q := (0 : QuadraticForm ℂ (ι → ℂ))) (LinearMap.proj i)

/-- Creation and annihilation on Fock space satisfy the anticommutation relations, and the
operator ring is nontrivial. -/
theorem car_witness : CAR (annihilate (ι := ι)) create ∧
    Nontrivial (Module.End ℂ (Fock ι)) := by
  refine ⟨⟨fun i j => LinearMap.ext fun x => ?_, fun i j => LinearMap.ext fun x => ?_,
    fun i j => LinearMap.ext fun x => ?_⟩, inferInstance⟩
  · change annihilate i (annihilate j x) + annihilate j (annihilate i x) = 0
    unfold annihilate
    rw [CliffordAlgebra.contractLeft_comm, neg_add_cancel]
  · change ExteriorAlgebra.ι ℂ (Pi.single i 1 : ι → ℂ) *
        (ExteriorAlgebra.ι ℂ (Pi.single j 1 : ι → ℂ) * x) +
      ExteriorAlgebra.ι ℂ (Pi.single j 1 : ι → ℂ) *
        (ExteriorAlgebra.ι ℂ (Pi.single i 1 : ι → ℂ) * x) = 0
    rw [← mul_assoc, ← mul_assoc, ← add_mul, ExteriorAlgebra.ι_add_mul_swap, zero_mul]
  · change annihilate i (ExteriorAlgebra.ι ℂ (Pi.single j 1 : ι → ℂ) * x) +
      ExteriorAlgebra.ι ℂ (Pi.single j 1 : ι → ℂ) * annihilate i x = _
    unfold annihilate
    rw [CliffordAlgebra.contractLeft_ι_mul, sub_add_cancel]
    by_cases hij : i = j
    · subst hij
      simp
    · simp [hij]
```

Applying the theorem here gives two explicit members of the span whose commutator leaves it. This shows failure of closure in general; particular pairs of two-body operators may still commute.

```lean
/-- On the Fock space of seven modes, the operators of at most two-body form are not closed
under commutation. -/
theorem fock_not_closed :
    ¬ ∀ X ∈ atMostTwoBody ℂ (annihilate (ι := Fin 7)) create,
      ∀ Y ∈ atMostTwoBody ℂ (annihilate (ι := Fin 7)) create,
        X * Y - Y * X ∈ atMostTwoBody ℂ (annihilate (ι := Fin 7)) create := by
  intro hc
  have hmem : ∀ p q r s : Fin 7, twoBody annihilate create p q r s ∈
      atMostTwoBody ℂ (annihilate (ι := Fin 7)) create := fun p q r s =>
    Submodule.subset_span (Or.inr ⟨p, q, r, s, rfl⟩)
  exact (commutator_induces_threeBody ℂ (car_witness (ι := Fin 7)).1 injective_id).2.2
    (hc _ (hmem 0 1 2 3) _ (hmem 2 4 5 6))

end

end InducedThreeBody
```

```lean
#print axioms InducedThreeBody.commutator_induces_threeBody
#print axioms InducedThreeBody.fock_not_closed
```

```
'InducedThreeBody.commutator_induces_threeBody' depends on axioms: [propext, Classical.choice, Quot.sound]
'InducedThreeBody.fock_not_closed' depends on axioms: [propext, Classical.choice, Quot.sound]
```
